# Every real matrix has an upper bidiagonal form under two orthogonal transformations

For every real \(m\times n\) matrix \(A\) there are orthogonal matrices \(U\) and \(V\) such that \(U^TAV\) has nonzero entries only on the diagonal and the first superdiagonal. If \(A_{ij}=\langle\phi_i|\chi_j\rangle\) is the overlap matrix of two finite sets of real orthonormal orbitals, \(U\) and \(V\) mix the orbitals within each set until the \(i\)-th of the first overlaps at most with the \(i\)-th and \((i+1)\)-th of the second. Singular values are unchanged, so dense singular value routines can start from this form.

This reduction is called Golub-Kahan bidiagonalization, a name that also denotes a short recurrence for large sparse matrices. The construction here uses reflections and full square \(U\) and \(V\).

```lean
import Mathlib

open Matrix

namespace GolubKahanBidiagonalization
```

## Bidiagonal matrices, reflections and bordering

Indices start at 0: `Fin m` labels rows and `Fin n` columns. The condition on \(B\) is \(B_{ij}=0\) unless \(j=i\) or \(j=i+1\). When \(0<m<n\), the last row may therefore keep an entry in column \(m\).

```lean
/-- A matrix is upper bidiagonal if its (i, j) entry vanishes unless j = i or j = i + 1. -/
def IsUpperBidiagonal {m n : ℕ} (B : Matrix (Fin m) (Fin n) ℝ) : Prop :=
  ∀ (i : Fin m) (j : Fin n), (j : ℕ) ≠ i → (j : ℕ) ≠ i + 1 → B i j = 0
```

For a unit vector \(u\), the reflection in the hyperplane orthogonal to \(u\) is \(H=1-2uu^T\). In Lean, `vecMulVec u u` is \(uu^T\).

```lean
/-- The Householder matrix 1 - 2 u uᵀ; for a unit vector u it is the reflection in the
hyperplane orthogonal to u. -/
def householder {n : ℕ} (u : Fin n → ℝ) : Matrix (Fin n) (Fin n) ℝ :=
  1 - (2 : ℝ) • vecMulVec u u
```

To act on all coordinates but the first, a matrix \(Q\) is extended to \(\mathrm{diag}(1,Q)\).

```lean
/-- The block diagonal matrix diag(1, Q), which leaves the first coordinate alone. -/
def border {n : ℕ} (Q : Matrix (Fin n) (Fin n) ℝ) : Matrix (Fin (n + 1)) (Fin (n + 1)) ℝ :=
  Matrix.of fun i j =>
    Fin.cases (motive := fun _ => ℝ)
      (Fin.cases (motive := fun _ => ℝ) 1 (fun _ => 0) j)
      (fun i' => Fin.cases (motive := fun _ => ℝ) 0 (fun j' => Q i' j') j) i
```

## An orthogonal matrix with a given first column

A vector \(x\neq0\) equals \(s\,(x/s)\) with \(s=\sqrt{x\cdot x}\), and \(x/s\) has unit length. For \(x=0\), take the factor 0 and the unit vector \(e_0\). The type `Fin (n + 1)` ensures that there is at least one component; `⬝ᵥ` is the dot product.

```lean
/-- Every real vector with at least one component is a multiple of a unit vector. -/
theorem exists_unit_direction {n : ℕ} (x : Fin (n + 1) → ℝ) :
    ∃ (c : ℝ) (u : Fin (n + 1) → ℝ), u ⬝ᵥ u = 1 ∧ x = c • u := by
  by_cases hx : x = 0
  · exact ⟨0, Pi.single 0 1, by simp, by simp [hx]⟩
  · have h0 : 0 ≤ x ⬝ᵥ x := Finset.sum_nonneg fun i _ => mul_self_nonneg (x i)
    have hp : 0 < x ⬝ᵥ x :=
      lt_of_le_of_ne h0 fun h => hx (dotProduct_self_eq_zero.mp h.symm)
    obtain ⟨s, hs, hq⟩ : ∃ s : ℝ, 0 < s ∧ s * s = x ⬝ᵥ x :=
      ⟨_, Real.sqrt_pos.mpr hp, Real.mul_self_sqrt hp.le⟩
    refine ⟨s, s⁻¹ • x, ?_, ?_⟩
    · rw [smul_dotProduct, dotProduct_smul, smul_eq_mul, smul_eq_mul, ← hq]
      field_simp
    · rw [smul_smul, mul_inv_cancel₀ hs.ne', one_smul]
```

Write \(P=uu^T\). Then \(P^T=P\) and \(P^2=u(u^Tu)u^T=P\), so
\[
H^TH=(1-2P)^2=1-4P+4P^2=1 .
\]
The facts `hT` and `hP` are these two properties of \(P\).

```lean
/-- The Householder matrix of a unit vector is orthogonal. -/
theorem householder_orthogonal {n : ℕ} (u : Fin n → ℝ) (hu : u ⬝ᵥ u = 1) :
    (householder u)ᵀ * householder u = 1 := by
  have hT : (vecMulVec u u)ᵀ = vecMulVec u u := by
    ext i j
    simp only [transpose_apply, vecMulVec_apply, mul_comm]
  -- u uᵀ is a projector
  have hP : vecMulVec u u * vecMulVec u u = vecMulVec u u := by
    ext i j
    simp only [Matrix.mul_apply, vecMulVec_apply]
    calc ∑ k, u i * u k * (u k * u j) = u i * (u ⬝ᵥ u) * u j := by
          rw [dotProduct, Finset.mul_sum, Finset.sum_mul]
          exact Finset.sum_congr rfl fun k _ => by ring
      _ = u i * u j := by rw [hu, mul_one]
  rw [householder, transpose_sub, transpose_one, transpose_smul, hT]
  calc _ = 1 - (4 : ℝ) • vecMulVec u u + (4 : ℝ) • (vecMulVec u u * vecMulVec u u) := by
        simp only [sub_mul, mul_sub, one_mul, mul_one, Matrix.smul_mul, Matrix.mul_smul]
        module
    _ = 1 := by rw [hP, sub_add_cancel]
```

Given a unit vector \(v\), write \(v=e_0+cu\) with \(u\) a unit vector. Taking the norm,
\[
1=v\cdot v=1+2cu_0+c^2,\qquad\text{so}\qquad c(2u_0+c)=0 .
\]
If \(c=0\), then \(v=e_0\) and the identity serves. Otherwise \(c=-2u_0\), and \(He_0=e_0-2u_0u=e_0+cu=v\). The equation for \(c\) is `key`, and the proof splits on its two factors.

```lean
/-- Every unit vector is the first column of some orthogonal matrix. -/
theorem exists_orthogonal_first_column {n : ℕ} (v : Fin (n + 1) → ℝ) (hv : v ⬝ᵥ v = 1) :
    ∃ Q : Matrix (Fin (n + 1)) (Fin (n + 1)) ℝ, Qᵀ * Q = 1 ∧ ∀ i, Q i 0 = v i := by
  -- reflect along the direction u of v - e₀
  obtain ⟨c, u, hu, hx⟩ := exists_unit_direction (v - Pi.single 0 1)
  have hvu : v = Pi.single 0 1 + c • u := by
    rw [← hx]
    abel
  have key : c * (2 * u 0 + c) = 0 := by
    rw [hvu] at hv
    simp only [add_dotProduct, dotProduct_add, smul_dotProduct, dotProduct_smul,
      single_dotProduct, dotProduct_single, hu, smul_eq_mul, Pi.add_apply, Pi.smul_apply,
      Pi.single_eq_same] at hv
    linear_combination hv
  rcases mul_eq_zero.mp key with hc | hc
  · refine ⟨1, by simp, fun i => ?_⟩
    rw [hvu, hc]
    simp [Matrix.one_apply, Pi.single_apply]
  · refine ⟨householder u, householder_orthogonal u hu, fun i => ?_⟩
    rw [hvu]
    simp only [householder, Matrix.sub_apply, Matrix.smul_apply, vecMulVec_apply,
      Matrix.one_apply, Pi.add_apply, Pi.smul_apply, Pi.single_apply, smul_eq_mul]
    linear_combination (-(u i)) * hc
```

## Reducing one column and one row

If \(P\) now denotes any orthogonal matrix and \(D=\mathrm{diag}(1,Q)\) with \(Q\) orthogonal, then
\[
(PD)^T(PD)=D^TP^TPD=D^TD=\mathrm{diag}(1,Q^TQ)=1 .
\]

```lean
/-- If P and Q are orthogonal, so is P diag(1, Q). -/
theorem mul_border_orthogonal {n : ℕ} {P : Matrix (Fin (n + 1)) (Fin (n + 1)) ℝ}
    {Q : Matrix (Fin n) (Fin n) ℝ} (hP : Pᵀ * P = 1) (hQ : Qᵀ * Q = 1) :
    (P * border Q)ᵀ * (P * border Q) = 1 := by
  rw [transpose_mul, Matrix.mul_assoc, ← Matrix.mul_assoc Pᵀ, hP, Matrix.one_mul]
  have h := fun i j => congrFun (congrFun hQ i) j
  have h0 : ∀ k : Fin n, (0 : Fin (n + 1)) ≠ k.succ := fun k => (Fin.succ_ne_zero k).symm
  simp only [Matrix.mul_apply, transpose_apply] at h
  ext i j
  cases i using Fin.cases <;> cases j using Fin.cases <;>
    simp [border, Matrix.mul_apply, Fin.sum_univ_succ, h, h0, Matrix.one_apply]
```

Bordered factors act on the blocks of a matrix separately:
\[
\begin{pmatrix}1&0\\0&U^T\end{pmatrix}
\begin{pmatrix}\alpha&r^T\\s&N\end{pmatrix}
\begin{pmatrix}1&0\\0&V\end{pmatrix}
=\begin{pmatrix}\alpha&r^TV\\U^Ts&U^TNV\end{pmatrix}.
\]
The lemma records every block except the corner, which may take any value in a bidiagonal matrix.

```lean
/-- Three blocks of diag(1, U)ᵀ M diag(1, V): outside the corner entry, the first row of M is
multiplied on the right by V and its first column on the left by Uᵀ; the trailing block is
multiplied by both. -/
theorem border_blocks {m n : ℕ} (M : Matrix (Fin (m + 1)) (Fin (n + 1)) ℝ)
    (U : Matrix (Fin m) (Fin m) ℝ) (V : Matrix (Fin n) (Fin n) ℝ) :
    (∀ j, ((border U)ᵀ * M * border V) 0 (Fin.succ j) = ∑ k, M 0 (Fin.succ k) * V k j) ∧
    (∀ i, ((border U)ᵀ * M * border V) (Fin.succ i) 0 = ∑ k, U k i * M (Fin.succ k) 0) ∧
    (∀ i j, ((border U)ᵀ * M * border V) (Fin.succ i) (Fin.succ j) =
      (Uᵀ * M.submatrix Fin.succ Fin.succ * V) i j) := by
  refine ⟨fun j => ?_, fun i => ?_, fun i j => ?_⟩ <;>
    simp [border, Matrix.mul_apply, Fin.sum_univ_succ]
```

The induction runs over the number of rows, with the first column \(v\) of \(V\) prescribed. With no rows, any orthogonal \(V\) starting with \(v\) will do. Otherwise choose \(V_1\) with first column \(v\), write \(Av=cu\) with \(u\) a unit vector, and choose \(U_1\) with first column \(u\). Then
\[
U_1^TAV_1e_0=U_1^TAv=c\,U_1^Tu=c\,e_0 ,
\]
which is `hcol`. With a single column this finishes the reduction.

With more columns, let \(r^T\) be the rest of the first row of \(M=U_1^TAV_1\) and \(N\) its trailing block. Write \(r=dw\) with \(w\) a unit vector, and apply the induction hypothesis to \(N\) with start \(w\). It gives \(U_2\) and \(V_2\), with \(V_2e_0=w\), and
\[
r^TV_2=d\,e_0^TV_2^TV_2=d\,e_0^T ,
\]
which is `hrow`. For \(U=U_1\,\mathrm{diag}(1,U_2)\) and \(V=V_1\,\mathrm{diag}(1,V_2)\),
\[
U^TAV=\begin{pmatrix}c&d\,e_0^T\\0&U_2^TNV_2\end{pmatrix},
\]
and \(Ve_0=V_1e_0=v\). The closing case split checks these blocks.

```lean
/-- For every real matrix A and unit vector v there are orthogonal U and V, the first column
of V being v, such that Uᵀ A V is upper bidiagonal. -/
theorem bidiagonalization_with_start {m n : ℕ} (A : Matrix (Fin m) (Fin (n + 1)) ℝ)
    (v : Fin (n + 1) → ℝ) (hv : v ⬝ᵥ v = 1) :
    ∃ (U : Matrix (Fin m) (Fin m) ℝ) (V : Matrix (Fin (n + 1)) (Fin (n + 1)) ℝ),
      Uᵀ * U = 1 ∧ Vᵀ * V = 1 ∧ (∀ i, V i 0 = v i) ∧ IsUpperBidiagonal (Uᵀ * A * V) := by
  induction m generalizing n with
  | zero =>
    obtain ⟨V, hV, hV0⟩ := exists_orthogonal_first_column v hv
    exact ⟨1, V, by simp, hV, hV0, fun i => i.elim0⟩
  | succ m ih =>
    obtain ⟨V₁, hV₁, hV₁0⟩ := exists_orthogonal_first_column v hv
    obtain ⟨c, u, hu, hAv⟩ := exists_unit_direction (A *ᵥ v)
    obtain ⟨U₁, hU₁, hU₁0⟩ := exists_orthogonal_first_column u hu
    -- the first column is reduced to a multiple of e₀
    have hcol : ∀ i, i ≠ 0 → (U₁ᵀ * A * V₁) i 0 = 0 := by
      intro i hi
      have hv' : (fun k => V₁ k 0) = v := funext hV₁0
      have hu' : (fun k => U₁ k 0) = u := funext hU₁0
      calc (U₁ᵀ * A * V₁) i 0 = ((U₁ᵀ * A) *ᵥ (fun k => V₁ k 0)) i := by
            simp only [Matrix.mul_apply, Matrix.mulVec, dotProduct]
        _ = c * (U₁ᵀ * U₁) i 0 := by
            rw [hv', ← Matrix.mulVec_mulVec, hAv, ← hu', Matrix.mulVec_smul,
              Pi.smul_apply, smul_eq_mul]
            simp only [Matrix.mul_apply, Matrix.mulVec, dotProduct]
        _ = 0 := by rw [hU₁, Matrix.one_apply_ne hi, mul_zero]
    cases n with
    | zero =>
      refine ⟨U₁, V₁, hU₁, hV₁, hV₁0, fun i j h _ => ?_⟩
      induction j using Fin.cases with
      | zero => exact hcol i fun hi => h (by simp [hi])
      | succ k => exact k.elim0
    | succ n =>
      obtain ⟨M, hM⟩ : ∃ M, M = U₁ᵀ * A * V₁ := ⟨_, rfl⟩
      rw [← hM] at hcol
      -- the rest of the first row fixes the start of the next step
      obtain ⟨d, w, hw, hr⟩ :=
        exists_unit_direction (fun k : Fin (n + 1) => M 0 (Fin.succ k))
      obtain ⟨U₂, V₂, hU₂, hV₂, hV₂0, hB⟩ := @ih _ (M.submatrix Fin.succ Fin.succ) w hw
      have hrow : ∀ j, j ≠ 0 → ∑ k, M 0 (Fin.succ k) * V₂ k j = 0 := by
        intro j hj
        calc ∑ k, M 0 (Fin.succ k) * V₂ k j = d * (V₂ᵀ * V₂) 0 j := by
              rw [Matrix.mul_apply, Finset.mul_sum]
              refine Finset.sum_congr rfl fun k _ => ?_
              have hk := congrFun hr k
              simp only [Pi.smul_apply, smul_eq_mul] at hk
              rw [hk, transpose_apply, hV₂0]
              ring
          _ = 0 := by rw [hV₂, Matrix.one_apply_ne hj.symm, mul_zero]
      obtain ⟨h0s, hs0, hss⟩ := border_blocks M U₂ V₂
      refine ⟨U₁ * border U₂, V₁ * border V₂, mul_border_orthogonal hU₁ hU₂,
        mul_border_orthogonal hV₁ hV₂, fun i => ?_, ?_⟩
      · rw [Matrix.mul_apply, Fin.sum_univ_succ]
        simp [border, hV₁0]
      · have hprod : (U₁ * border U₂)ᵀ * A * (V₁ * border V₂) =
            (border U₂)ᵀ * M * border V₂ := by
          rw [hM]
          simp only [transpose_mul, Matrix.mul_assoc]
        rw [hprod]
        intro i j h1 h2
        induction i using Fin.cases with
        | zero =>
          induction j using Fin.cases with
          | zero => exact (h1 (by simp)).elim
          | succ j =>
            rw [h0s]
            exact hrow j fun hj => h2 (by simp [hj])
        | succ i =>
          induction j using Fin.cases with
          | zero =>
            rw [hs0]
            exact Finset.sum_eq_zero fun k _ => by
              rw [hcol _ (Fin.succ_ne_zero k), mul_zero]
          | succ j =>
            rw [hss]
            exact hB i j (fun h => h1 (by simp [h])) (fun h => h2 (by simp [h]))
```

Choosing \(v=e_0\) removes the prescribed start; a matrix without columns needs no reduction. The theorem asserts existence over the real numbers. It says nothing about the rounding errors of a factorization computed in floating-point arithmetic.

```lean
/-- Golub-Kahan bidiagonalization: for every real m by n matrix A there are orthogonal matrices
U and V such that Uᵀ A V is upper bidiagonal. -/
theorem golub_kahan_bidiagonalization {m n : ℕ} (A : Matrix (Fin m) (Fin n) ℝ) :
    ∃ (U : Matrix (Fin m) (Fin m) ℝ) (V : Matrix (Fin n) (Fin n) ℝ),
      Uᵀ * U = 1 ∧ Vᵀ * V = 1 ∧ IsUpperBidiagonal (Uᵀ * A * V) := by
  cases n with
  | zero => exact ⟨1, 1, by simp, by simp, fun _ j => j.elim0⟩
  | succ n =>
    obtain ⟨U, V, hU, hV, -, hB⟩ :=
      bidiagonalization_with_start A (Pi.single 0 1) (by simp)
    exact ⟨U, V, hU, hV, hB⟩
```

The same argument also gives nonnegative entries, a strengthening left unformalized here: \(c\) and \(d\) can be taken as the lengths of \(Av\) and \(r\) at each stage.

## The determinant from the diagonal

For square \(A\), \(Q^TQ=1\) gives \((\det Q)^2=1\), hence \(|\det U|=|\det V|=1\). An upper bidiagonal matrix is upper triangular, so
\[
|\det A|=|\det(U^TAV)|=\Bigl|\prod_i(U^TAV)_{ii}\Bigr| .
\]
If \(A\) is the overlap matrix between the occupied orbitals of two normalized Slater determinants, each built from \(n\) real orthonormal orbitals with all electrons of the same spin, then \(|\det A|\) is the modulus of the overlap of the two determinants. The statement holds for any \(U\) and \(V\) satisfying its hypotheses, however they were obtained.

```lean
/-- If U and V are orthogonal and Uᵀ A V is upper bidiagonal, then the modulus of det A is the
modulus of the product of the diagonal entries of Uᵀ A V. -/
theorem abs_det_eq_abs_prod_diagonal {n : ℕ} (A U V : Matrix (Fin n) (Fin n) ℝ)
    (hU : Uᵀ * U = 1) (hV : Vᵀ * V = 1) (hB : IsUpperBidiagonal (Uᵀ * A * V)) :
    |A.det| = |∏ i, (Uᵀ * A * V) i i| := by
  have hdet : ∀ Q : Matrix (Fin n) (Fin n) ℝ, Qᵀ * Q = 1 → |Q.det| = 1 := by
    intro Q hQ
    have h := congrArg Matrix.det hQ
    rw [det_mul, det_transpose, det_one] at h
    rcases mul_self_eq_one_iff.mp h with h | h <;> simp [h]
  have htri : (Uᵀ * A * V).BlockTriangular id := by
    intro i j hij
    have hlt : (j : ℕ) < i := hij
    exact hB i j (by omega) (by omega)
  rw [← det_of_isUpperTriangular htri, det_mul, det_mul, det_transpose, abs_mul, abs_mul,
    hdet U hU, hdet V hV, one_mul, mul_one]

end GolubKahanBidiagonalization
```

```lean
#print axioms GolubKahanBidiagonalization.golub_kahan_bidiagonalization
-- 'GolubKahanBidiagonalization.golub_kahan_bidiagonalization' depends on axioms: [propext, Classical.choice, Quot.sound]
#print axioms GolubKahanBidiagonalization.abs_det_eq_abs_prod_diagonal
-- 'GolubKahanBidiagonalization.abs_det_eq_abs_prod_diagonal' depends on axioms: [propext, Classical.choice, Quot.sound]
```
